# The real part of the energy form for a level coupled to a finite block is a sum of level, coupling and block terms

A single level of real energy e is coupled through a complex vector c to a finite block of "ghost" states with matrix G, which may be any complex matrix and need not be Hermitian. For a state with amplitude a on the level and components v in the block, `energy_expand` says that the real part of the quadratic form is e|a|² + 2 Re(a* c*v) + Re(v*Gv), where a star denotes the conjugate or conjugate transpose. The state is not assumed normalised, so for a nonzero state this quantity divided by |a|² + ‖v‖² is the real part of the expectation value of the Hamiltonian. When G is Hermitian the expectation value is real, and the quotient is the whole of it. The proof first expands the complex quadratic form in `h`, then shows in `h2` that the two coupling sums are conjugates of each other, and finally takes real parts.

An attempt in Lean 4 with a fault in it:

```lean
import Mathlib

open Matrix
open scoped ComplexOrder

namespace EnergyExpand

noncomputable section

variable {n : Type*} [Fintype n]

/-- The real part of the quadratic form `x* A x`, the unnormalised energy of the state `x`. -/
def energy (A : Matrix n n ℂ) (x : n → ℂ) : ℝ := (star x ⬝ᵥ (A *ᵥ x)).re

/-- The Hamiltonian `[[e, c*], [c, G]]` of one physical level `e` (index `none`) coupled
through `c` to a block `G` of ghost states (indices `some i`). -/
def ghostH (e : ℝ) (c : n → ℂ) (G : Matrix n n ℂ) : Matrix (Option n) (Option n) ℂ :=
  Matrix.of fun i j => match i, j with
    | none, none => (e : ℂ)
    | none, some j => star (c j)
    | some i, none => c i
    | some i, some j => G i j

/-- The energy of a superposition is the sum of a physical part, a coupling part and a ghost part.
-/
theorem energy_expand (e : ℝ) (c : n → ℂ) (G : Matrix n n ℂ) (y : Option n → ℂ) :
    energy (ghostH e c G) y = e * ‖y none‖ ^ 2
      + 2 * (star (y none) * (star c ⬝ᵥ fun i => y (some i))).re
      + energy G (fun i => y (some i)) := by
  have h : star y ⬝ᵥ (ghostH e c G *ᵥ y)
      = star (y none) * (e * y none + star c ⬝ᵥ fun i => y (some i))
        + ((star (fun i => y (some i)) ⬝ᵥ c) * y none
        + star (fun i => y (some i)) ⬝ᵥ (G *ᵥ fun i => y (some i))) := by
    simp [dotProduct, Matrix.mulVec, ghostH, Fintype.sum_option, mul_add,
      Finset.sum_add_distrib, Finset.sum_mul, mul_assoc]
  -- the two coupling terms are complex conjugates of each other
  have h2 : star (fun i => y (some i)) ⬝ᵥ c = star (star c ⬝ᵥ fun i => y (some i)) := by
    simp [dotProduct, mul_comm]
  unfold energy
  rw [h, h2]
  generalize star (fun i => y (some i)) ⬝ᵥ (G *ᵥ fun i => y (some i)) = w
  generalize (star c ⬝ᵥ fun i => y (some i)) = z
  generalize y none = a
  rw [Complex.sq_norm, Complex.normSq_apply]
  simp only [Complex.star_def, Complex.add_re, Complex.mul_re, Complex.add_im,
    Complex.mul_im, Complex.conj_re, Complex.conj_im, Complex.ofReal_re, Complex.ofReal_im]
  ring

end

end EnergyExpand
```

Lean reports:

```
Main.lean:33:71: error: unsolved goals
n : Type u_1
inst✝ : Fintype n
e : ℝ
c : n → ℂ
G : Matrix n n ℂ
y : Option n → ℂ
⊢ (starRingEnd ℂ) (y none) * (↑e * y none) + ∑ x, (starRingEnd ℂ) (y (some x)) * (c x * y none) +
      ((starRingEnd ℂ) (y none) * ∑ x, (starRingEnd ℂ) (c x) * y (some x) +
        ∑ x, (starRingEnd ℂ) (y (some x)) * ∑ x_1, G x x_1 * y (some x_1)) =
    (starRingEnd ℂ) (y none) * (↑e * y none) + (starRingEnd ℂ) (y none) * ∑ x, (starRingEnd ℂ) (c x) * y (some x) +
      (∑ x, (starRingEnd ℂ) (y (some x)) * (c x * y none) +
        ∑ x, (starRingEnd ℂ) (y (some x)) * ∑ x_1, G x x_1 * y (some x_1))
```

Cause. The error is in the proof of `h`: `simp` expands both sides but leaves a goal unproved. That goal is true, and its two sides contain the same four terms. If A is the level term, B and C the two coupling terms and D the block term, it reads A + B + (C + D) = A + C + (B + D).

The order differs because `simp` splits the inner sum, the one in the matrix-vector product, and distributes over it before it splits the outer sum. The left side is therefore grouped by the columns of the Hamiltonian, while the right side was written by rows. To match them, B and C must change places, which takes commutativity of addition as well as associativity. The `simp` call is given `mul_assoc` and distributive lemmas, but nothing that reorders the terms of a sum.

The added `ring` closes the goal. It proves identities in commutative rings, so the order and grouping of the terms do not matter to it. It need not look inside the finite sums, since the same ones already appear on both sides.

As a diff, the version that Lean accepts:

```diff
@@ -34,4 +34,5 @@
     simp [dotProduct, Matrix.mulVec, ghostH, Fintype.sum_option, mul_add,
       Finset.sum_add_distrib, Finset.sum_mul, mul_assoc]
+    ring
   -- the two coupling terms are complex conjugates of each other
   have h2 : star (fun i => y (some i)) ⬝ᵥ c = star (star c ⬝ᵥ fun i => y (some i)) := by
```
